# The phase p arsinh(x/p) of a harmonic ring polymer lies strictly between 0 and x

For a harmonic ring polymer with p beads, let x be half the ratio of the oscillator quantum to the thermal energy. The lemma `phase_bounds` states that the phase p arsinh(x/p) is positive and strictly less than its quantum value x, for all real x > 0 and p > 0, so p need not be a whole number. For the upper bound, the attempt applies the mean value theorem to sinh between 0 and arsinh(x/p), which gives x/p = cosh(c) · arsinh(x/p) for some c strictly between these two points. Since cosh(c) > 1, it follows that arsinh(x/p) < x/p, and multiplying by p gives the bound.

As first written in Lean, the proof fails:

```lean
import Mathlib

open Filter Topology

namespace RingPolymerOscillator

noncomputable section

/-- The phase `p arsinh (x / p)` of a harmonic ring polymer with `p > 0` beads, where
`x` is half the ratio of the oscillator quantum to the thermal energy. -/
def phase (x p : ℝ) : ℝ := p * Real.arsinh (x / p)

/-- The slope of a secant of `sinh` is the value of `cosh` at an intermediate point. -/
theorem sinh_secant {a b : ℝ} (h : a < b) :
    ∃ c ∈ Set.Ioo a b, Real.sinh b - Real.sinh a = Real.cosh c * (b - a) := by
  obtain ⟨c, hc, h'⟩ := exists_hasDerivAt_eq_slope Real.sinh Real.cosh h
    Real.continuous_sinh.continuousOn (fun t _ => Real.hasDerivAt_sinh t)
  refine ⟨c, hc, ?_⟩
  rw [h', div_mul_cancel₀ _ (sub_pos.2 h).ne']

/-- The phase of the ring polymer is positive and lies below its quantum value `x`. -/
theorem phase_bounds {x p : ℝ} (hx : 0 < x) (hp : 0 < p) :
    0 < phase x p ∧ phase x p < x := by
  have hs : 0 < Real.arsinh (x / p) := Real.arsinh_pos_iff.2 (div_pos hx hp)
  refine ⟨mul_pos hp hs, ?_⟩
  obtain ⟨c, hc, h⟩ := sinh_secant hs
  rw [Real.sinh_zero, Real.sinh_arsinh, sub_zero, sub_zero] at h
  have h1 : 1 < Real.cosh c := Real.one_lt_cosh.2 hc.1.ne'
  have h2 : Real.arsinh (x / p) < x / p := by
    rw [h]
    exact lt_mul_of_one_lt_left hs h1
  calc phase x p < p * (x / p) := mul_lt_mul_of_pos_left h2 hp
    _ = x := by field_simp

end

end RingPolymerOscillator
```

The compiler's answer:

```
Main.lean:31:4: error: Type mismatch
  lt_mul_of_one_lt_left hs h1
has type
  Real.arsinh (x / p) < Real.cosh c * Real.arsinh (x / p)
but is expected to have type
  Real.arsinh (Real.cosh c * Real.arsinh (x / p)) < Real.cosh c * Real.arsinh (x / p)
```

Diagnosis. The error is in the proof of `h2`, whose goal is `Real.arsinh (x / p) < x / p`. The hypothesis `h` says that `x / p` equals `Real.cosh c * Real.arsinh (x / p)`, and `rw [h]` was meant to replace only the right-hand side of the goal. But `rw` replaces every instance of `x / p` in the goal, including the one inside `arsinh` on the left. The left-hand side thus became `Real.arsinh (Real.cosh c * Real.arsinh (x / p))`, while `lt_mul_of_one_lt_left hs h1` has plain `Real.arsinh (x / p)` there, hence the type mismatch.

The repair leaves the goal as it is and drops the rewrite. It starts from the same inequality, `Real.arsinh (x / p) < Real.cosh c * Real.arsinh (x / p)`, and uses `trans_eq` with `h.symm` to replace its right-hand side by `x / p`. The left-hand side is untouched, so the result is exactly the statement of `h2`.

The repair, with which the file compiles:

```diff
@@ -27,7 +27,6 @@
   rw [Real.sinh_zero, Real.sinh_arsinh, sub_zero, sub_zero] at h
   have h1 : 1 < Real.cosh c := Real.one_lt_cosh.2 hc.1.ne'
-  have h2 : Real.arsinh (x / p) < x / p := by
-    rw [h]
-    exact lt_mul_of_one_lt_left hs h1
+  have h2 : Real.arsinh (x / p) < x / p :=
+    (lt_mul_of_one_lt_left hs h1).trans_eq h.symm
   calc phase x p < p * (x / p) := mul_lt_mul_of_pos_left h2 hp
     _ = x := by field_simp
```
